# Exponential growth of the selected space at fixed captured weight for a product of identical fragment states with no determinant of weight one

A selected configuration interaction calculation keeps a subset of the determinants. One measure of such a subset is the weight of the full wavefunction that it captures. For identical non-interacting fragments in a product state, with every fragment in the same state and determinants built from fragment orbitals, a lower bound on the number of determinants that capture a given weight follows from the largest determinant weight of one fragment. If this largest weight is below one and the captured weight is held at a fixed positive value, the bound grows exponentially with the number of fragments.

## Counting determinants by their largest possible weight

Let a fragment have amplitudes $c_i$ over a finite set of determinants $i$, with $\sum_i |c_i|^2 = 1$, and let $q$ be a number with $|c_i|^2 \le q$ for all $i$. The largest weight is one valid choice of $q$. A product determinant of $N$ fragments is a list $f = (f(0),\dots,f(N-1))$ that assigns a determinant to each fragment. In the product state its amplitude is $\prod_k c_{f(k)}$, so its weight is

$$\Big|\prod_{k} c_{f(k)}\Big|^2 = \prod_{k} |c_{f(k)}|^2 \le q^N .$$

The weights of all product determinants sum to $\big(\sum_i |c_i|^2\big)^N = 1$. A selected set $S$ with $|S|$ members captures the weight

$$W(S) = \sum_{f\in S} \prod_k |c_{f(k)}|^2 \le |S|\, q^N .$$

Normalization forces $q > 0$, because with $q \le 0$ the fragment weights would sum to at most zero. If $W(S) \ge w$, division by $q^N$ gives

$$|S| \ge \frac{w}{q^N}.$$

Now let $q < 1$ and $w > 0$ be fixed, and let $S_N$ be a selection with $W(S_N)\ge w$ for each $N$. For any constant $C$ and power $d$, $C N^d q^N \to 0$. For all large $N$ we therefore have $C N^d q^N < w \le |S_N|\, q^N$, and hence $|S_N| > C N^d$.

## Ten fragments with weights 0.8 and 0.2

Take two determinants per fragment, with weights $0.8$ and $0.2$, and ask for $w = 0.9$. For $N = 10$, $q^N = 0.8^{10} \approx 0.107$, and the bound is $0.9/0.107 \approx 8.4$, so at least 9 determinants are needed. The true minimum is larger. Taking determinants in order of decreasing weight, those with at most three fragments in the minor determinant number $1+10+45+120 = 176$ and capture $0.879$. Each of the next group weighs $0.8^6\cdot 0.2^4 \approx 0.00042$, and 50 of them are needed, which makes 226 in total. For $N = 50$ the bound alone is about $6.3\times 10^4$.

## Amplitudes and captured weight in Lean

```lean
import Mathlib

open Filter Topology

namespace SelectedCIProductState

noncomputable section
```

The type `ι` labels the fragment determinants, and `c : ι → ℂ` holds their amplitudes. A product determinant is a function `f : Fin N → ι`. All fragments share the same `c`, so they are identical.

```lean
/-- The amplitude of a product determinant in the product state of `N` identical,
independent fragments with CI amplitudes `c`. -/
def productAmplitude {ι : Type*} (c : ι → ℂ) {N : ℕ} (f : Fin N → ι) : ℂ :=
  ∏ k, c (f k)
```

The selection is a `Finset` of such functions, which contains no determinant twice. Its captured weight uses the amplitudes of the product state itself, not amplitudes recomputed in the truncated space.

```lean
/-- The weight of the product state captured by a selected set `S` of product determinants. -/
def capturedWeight {ι : Type*} (c : ι → ℂ) {N : ℕ} (S : Finset (Fin N → ι)) : ℝ :=
  ∑ f ∈ S, ‖productAmplitude c f‖ ^ 2
```

Hamiltonian, energy and antisymmetry between fragments do not appear in these definitions. The product form stands for non-interacting fragments with separate, mutually orthogonal orbital sets; interaction between fragments, or orbitals delocalised over them, would in general destroy it.

## Factorization and normalization

The first lemma is the factorization of the squared modulus: `norm_prod` takes the norm through the product, and `Finset.prod_pow` does the same for the square.

```lean
/-- The weight (squared modulus of the amplitude) of a product determinant is the product of the
weights of its fragment determinants. -/
theorem norm_sq_productAmplitude {ι : Type*} (c : ι → ℂ) {N : ℕ} (f : Fin N → ι) :
    ‖productAmplitude c f‖ ^ 2 = ∏ k, ‖c (f k)‖ ^ 2 := by
  unfold productAmplitude
  rw [norm_prod, Finset.prod_pow]
```

The second shows that the complete product space has weight one. `Fintype.sum_pow` is the identity that turns the sum over all lists $f$ into the $N$th power of the fragment sum.

```lean
/-- If the fragment state is normalized, the set of all product determinants captures
weight one. -/
theorem capturedWeight_univ {ι : Type*} [Fintype ι] (c : ι → ℂ)
    (hnorm : ∑ i, ‖c i‖ ^ 2 = 1) (N : ℕ) :
    capturedWeight c (Finset.univ : Finset (Fin N → ι)) = 1 := by
  unfold capturedWeight
  simp_rw [norm_sq_productAmplitude]
  -- the sum over product determinants factorizes into fragment sums
  calc ∑ f : Fin N → ι, ∏ k, ‖c (f k)‖ ^ 2
      = (∑ i, ‖c i‖ ^ 2) ^ N := (Fintype.sum_pow (fun i => ‖c i‖ ^ 2) N).symm
    _ = 1 := by rw [hnorm, one_pow]
```

## The bound on the number of determinants

The next lemma is $W(S) \le |S|\,q^N$. The intermediate step `hone` bounds one product determinant, factor by factor, and the final `calc` sums that bound over $S$. Normalization is not needed here.

```lean
/-- If no fragment determinant has weight above `q`, a selected set of product determinants
captures at most its size times `q ^ N`. -/
theorem capturedWeight_le {ι : Type*} (c : ι → ℂ) {q : ℝ}
    (hq : ∀ i, ‖c i‖ ^ 2 ≤ q) {N : ℕ} (S : Finset (Fin N → ι)) :
    capturedWeight c S ≤ (S.card : ℝ) * q ^ N := by
  -- each single product determinant weighs at most q ^ N
  have hone : ∀ f : Fin N → ι, ‖productAmplitude c f‖ ^ 2 ≤ q ^ N := by
    intro f
    rw [norm_sq_productAmplitude]
    calc ∏ k, ‖c (f k)‖ ^ 2 ≤ ∏ _k : Fin N, q :=
          Finset.prod_le_prod (fun k _ => sq_nonneg _) (fun k _ => hq (f k))
      _ = q ^ N := by simp
  calc capturedWeight c S ≤ ∑ _f ∈ S, q ^ N := Finset.sum_le_sum (fun f _ => hone f)
    _ = (S.card : ℝ) * q ^ N := by rw [Finset.sum_const, nsmul_eq_mul]
```

Positivity of $q$ is proved by contradiction, as in the derivation above.

```lean
/-- An upper bound on the determinant weights of a normalized fragment state is positive. -/
theorem weight_bound_pos {ι : Type*} [Fintype ι] (c : ι → ℂ) {q : ℝ}
    (hnorm : ∑ i, ‖c i‖ ^ 2 = 1) (hq : ∀ i, ‖c i‖ ^ 2 ≤ q) : 0 < q := by
  by_contra h
  have hsum : ∑ i, ‖c i‖ ^ 2 ≤ 0 :=
    Finset.sum_nonpos (fun i _ => (hq i).trans (not_lt.mp h))
  linarith
```

The main bound combines these two lemmas. The hypotheses are normalization (`hnorm`), the weight bound (`hq`) and the captured weight (`hw`). The conclusion contains $q>0$ along with the inequality, so the division is by a positive number. `div_le_iff₀` turns the claim into $w \le |S|\,q^N$.

```lean
/-- Let a normalized fragment state have determinant weights at most `q`. Then `q` is positive,
and any selection capturing weight at least `w` of the `N`-fragment product state contains at
least `w / q ^ N` determinants. -/
theorem selected_determinants_lower_bound {ι : Type*} [Fintype ι] (c : ι → ℂ) {q w : ℝ}
    (hnorm : ∑ i, ‖c i‖ ^ 2 = 1) (hq : ∀ i, ‖c i‖ ^ 2 ≤ q)
    {N : ℕ} (S : Finset (Fin N → ι)) (hw : w ≤ capturedWeight c S) :
    0 < q ∧ w / q ^ N ≤ (S.card : ℝ) := by
  have hq0 := weight_bound_pos c hnorm hq
  refine ⟨hq0, ?_⟩
  rw [div_le_iff₀ (pow_pos hq0 N)]
  exact hw.trans (capturedWeight_le c hq S)
```

At $N=0$ there is a single, empty product determinant of weight one, and the bound reads $|S| \ge w$. At $N=1$ it reads $|S| \ge w/q$ for the fragment itself.

## Faster than every polynomial

Here `S` gives one selection for each `N`, and all of them must capture at least the same $w>0$. The phrase `∀ᶠ N : ℕ in atTop` means "for all sufficiently large $N$". The theorem does not say how large $N$ must be; that depends on $q$, $w$, $C$ and $d$.

```lean
/-- If all determinant weights of a normalized fragment state are at most `q < 1`, selections that
capture a fixed weight `w > 0` for every number `N` of fragments eventually contain more than `C * N
^ d` determinants, for every constant `C` and every power `d`. -/
theorem selected_space_outgrows_polynomials {ι : Type*} [Fintype ι] (c : ι → ℂ) {q w : ℝ}
    (hnorm : ∑ i, ‖c i‖ ^ 2 = 1) (hq : ∀ i, ‖c i‖ ^ 2 ≤ q) (hq1 : q < 1) (hw0 : 0 < w)
    (S : ∀ N : ℕ, Finset (Fin N → ι)) (hw : ∀ N, w ≤ capturedWeight c (S N))
    (C : ℝ) (d : ℕ) :
    ∀ᶠ N : ℕ in atTop, C * (N : ℝ) ^ d < ((S N).card : ℝ) := by
  have hq0 := weight_bound_pos c hnorm hq
  have habs : |q| < 1 := by rwa [abs_of_pos hq0]
  -- exponential decay of q ^ N beats the polynomial
  have hlim : Tendsto (fun N : ℕ => C * ((N : ℝ) ^ d * q ^ N)) atTop (𝓝 0) := by
    have h := (tendsto_pow_const_mul_const_pow_of_abs_lt_one d habs).const_mul C
    rwa [mul_zero] at h
  filter_upwards [hlim.eventually_lt_const hw0] with N hN
  have hcard := (hw N).trans (capturedWeight_le c hq (S N))
  have hlt : C * (N : ℝ) ^ d * q ^ N < ((S N).card : ℝ) * q ^ N := by
    rw [mul_assoc]
    exact hN.trans_le hcard
  exact lt_of_mul_lt_mul_right hlt (pow_pos hq0 N).le
```

In the proof, `hlim` is the limit $C N^d q^N \to 0$. `filter_upwards` picks out those $N$ for which this quantity is below $w$, and the last line cancels the positive factor $q^N$.

## Equal weights and the single-determinant limit

If every fragment determinant has the same weight $q$, the inequality for $W(S)$ becomes an equality, and $|S| = W(S)/q^N$. The bound is then attained with $w = W(S)$. For a normalized fragment with $m$ equally weighted determinants, $q = 1/m$.

```lean
/-- If all fragment determinants have the same weight `q`, a selected set captures exactly its
size times `q ^ N`. -/
theorem capturedWeight_of_equal_weights {ι : Type*} (c : ι → ℂ) {q : ℝ}
    (h : ∀ i, ‖c i‖ ^ 2 = q) {N : ℕ} (S : Finset (Fin N → ι)) :
    capturedWeight c S = (S.card : ℝ) * q ^ N := by
  simp [capturedWeight, norm_sq_productAmplitude, h]
```

The opposite limit is a fragment described by one determinant. Placing every fragment in determinant $i$ captures the weight $(|c_i|^2)^N$.

```lean
/-- The single product determinant with every fragment in determinant `i` captures the `N`-th
power of the fragment weight of `i`. -/
theorem capturedWeight_single_reference {ι : Type*} (c : ι → ℂ) (i : ι) (N : ℕ) :
    capturedWeight c {(fun _ : Fin N => i)} = (‖c i‖ ^ 2) ^ N := by
  simp [capturedWeight, norm_sq_productAmplitude]

end

end SelectedCIProductState
```

When $|c_i|^2 = 1$, this weight is one for every $N$, and a single determinant suffices however many fragments there are. The condition $q<1$ excludes this case: it says that the fragment state has weight on at least two determinants in the chosen orbitals. When $0 < |c_i|^2 < 1$, the weight of the single reference decays exponentially with $N$, even if it is close to one for a single fragment.

```lean
#print axioms SelectedCIProductState.selected_determinants_lower_bound
#print axioms SelectedCIProductState.selected_space_outgrows_polynomials
#print axioms SelectedCIProductState.capturedWeight_of_equal_weights
#print axioms SelectedCIProductState.capturedWeight_single_reference
```

```
'SelectedCIProductState.selected_determinants_lower_bound' depends on axioms: [propext, Classical.choice, Quot.sound]
'SelectedCIProductState.selected_space_outgrows_polynomials' depends on axioms: [propext, Classical.choice, Quot.sound]
'SelectedCIProductState.capturedWeight_of_equal_weights' depends on axioms: [propext, Classical.choice, Quot.sound]
'SelectedCIProductState.capturedWeight_single_reference' depends on axioms: [propext, Classical.choice, Quot.sound]
```
